# Eigenvalues of a spin-½ ring with SU(2) links from the trace of the loop product

To find energies of an electron on a ring of N sites whose bonds rotate its spin, multiply the 2×2 bond matrices once round the ring, set the trace of the product equal to 2 cos θ, and insert θ in

E = 2t cos((θ + 2πm)/N), m any integer.

Each such E is an eigenvalue, provided that every bond matrix lies in SU(2), that all bonds have the same real amplitude t, entering the Hamiltonian with a plus sign, and that there are no site energies. No 2N×2N matrix has to be diagonalised to obtain these values.

## An electron whose spin turns as it hops

Spin–orbit coupling can rotate the spin of an electron when it moves from one site to the next. Let ψ(j) be the two-component spinor on site j, with j counted modulo N, and let W(j) be the matrix on the link between j and j+1. The Hamiltonian H acts as

(Hψ)(j) = t [W(j) ψ(j+1) + W(j−1)† ψ(j−1)].

The second term is the adjoint of the first kind of hop, so H is Hermitian. Many textbooks write the amplitude as −t; in that convention t is replaced by −t in the energies.

The condition W(j) ∈ SU(2) stands for time-reversal symmetry: with t real, a unitary link commutes with the spin-½ time-reversal operation exactly when its determinant is 1. A magnetic flux through the ring multiplies the loop product by a phase, which this condition excludes unless the phase is 1 or −1.

The ordered loop product is

P = W(0) W(1) ⋯ W(N−1), with tr P = 2 cos θ.

As a rotation of the spin direction, P turns by the angle 2θ, not θ.

## The statement and its Lean form

The theorem `ring_energy` says: if all links are in SU(2) and tr P = 2 cos θ with θ real, then for every real t and every integer m there is a nonzero state ψ with Hψ = Eψ, where E is the value above. This is the meaning of `HasEigenvalue`. The theorem does not say that the list is complete, and it gives no multiplicities.

A state has type `Spinors N`, a function from `ZMod N` to pairs of complex numbers; arithmetic in `ZMod N` closes the ring. The operators `hop W` and `hopAdj W` are the two terms of H without t, and `hamiltonian t W` is t times their sum. The "forward" hop brings the spinor of site j+1 to site j, which is the opposite of what the word often suggests. `transport W n` is the product of the first n links, and `transport W N` is P.

The assumption `[NeZero N]` means N ≥ 1. For N ≥ 3 each site has two distinct neighbours. For N = 2 the two sites are joined by two links, and for N = 1 the Hamiltonian is t(W(0) + W(0)†).

The model is non-interacting, with one orbital per site. That a given molecule or mesoscopic ring has equal site energies and a single hopping strength is a physical assumption that the hypotheses do not supply. Within that restriction, the formula provides reference values for a tight-binding program with spin–orbit links.

## A spinor carried once round the ring

**The loop phase.** Since det P = 1 and tr P = 2 cos θ, the characteristic polynomial of P is

μ² − 2 cos θ μ + 1 = (μ − exp(iθ))(μ − exp(−iθ)).

Hence there is a spinor v ≠ 0 with Pv = exp(iθ) v.

**The phase per link.** Put s = (θ + 2πm)/N and z = exp(is). Then

z^N = exp(iθ + 2πim) = exp(iθ), so Pv = z^N v.

**The state.** We look for ψ with W(j) ψ(j+1) = z ψ(j) on every link. Because W(j) is unitary, this is the same as

ψ(j+1) = z W(j)† ψ(j).

Let T(n) = W(0) ⋯ W(n−1), with T(0) = 1. Starting from v, the recursion gives

φ(n) = z^n T(n)† v.

After one turn,

φ(N) = z^N P† v = P†(z^N v) = P†P v = v = φ(0).

The links repeat with period N, so φ does too, and it defines a state on the ring. This state is nonzero because ψ(0) = v. If v has unit length, every site has unit length, and the normalised state is ψ/√N.

**The energy.** Write S for the forward hop and S′ for the backward hop. Then

(S′Sψ)(j) = W(j−1)† W(j−1) ψ(j) = ψ(j).

From Sψ = zψ it follows that ψ = z S′ψ, hence S′ψ = z⁻¹ψ. Therefore

Hψ = t(z + z⁻¹)ψ = 2t cos(s) ψ.

**A loop product of −1.** If P = −1, then tr P = −2 = 2 cos π. Setting θ = π gives the energies

E = 2t cos((2m + 1)π/N).

This is `antiperiodic_energy`.

## Three sites with non-commuting links

Take N = 3 and, with the Pauli matrices σx, σy and σz,

W(0) = iσx, W(1) = iσy, W(2) = 1.

Then P = −σxσy = −iσz, whose trace is 0, so θ = π/2. The choices m = 0, 1, 2 give

E = √3 t, −√3 t, 0.

For m = 0 we have z = exp(iπ/6). The spinor v = (0, 1) satisfies Pv = iv, and the recursion gives

ψ(0) = (0, 1), ψ(1) = −iz (1, 0), ψ(2) = −iz² (0, 1).

At site 0 the Hamiltonian yields

(Hψ)(0) = t[W(0)ψ(1) + W(2)†ψ(2)] = t(z − iz²)(0, 1).

Since −iz² = exp(−iπ/6), the factor is 2t cos(π/6) = √3 t, as predicted. Dividing ψ by √3 normalises it.

## Unitary links with the wrong determinant

Keep N = 3, but take W(0) = σz and W(1) = W(2) = 1. The links are unitary and tr P = 0, so θ = π/2 would again predict √3 t, −√3 t and 0. Here the two spin components decouple. The upper one lives on an ordinary periodic ring with energies 2t and −t; the lower one changes sign after a turn and has energies t and −2t. For t ≠ 0 none of the predicted values occurs. Unitary links together with the trace condition are therefore not enough.

## The complete Lean file

```lean
import Mathlib

open Matrix

namespace SpinorRing

noncomputable section

/-- A state on the ring: one two-component spinor on each of the `N` sites. -/
abbrev Spinors (N : ℕ) := ZMod N → Fin 2 → ℂ

variable {N : ℕ} {W : ZMod N → Matrix (Fin 2) (Fin 2) ℂ}

/-- The forward hop: site `j` receives the spinor of site `j + 1`, acted on by `W j`. -/
def hop (W : ZMod N → Matrix (Fin 2) (Fin 2) ℂ) : Module.End ℂ (Spinors N) where
  toFun ψ j := W j *ᵥ ψ (j + 1)
  map_add' ψ φ := by funext j; exact Matrix.mulVec_add (W j) (ψ (j + 1)) (φ (j + 1))
  map_smul' c ψ := by funext j; exact Matrix.mulVec_smul (W j) c (ψ (j + 1))

/-- The backward hop: site `j` receives the spinor of site `j - 1`, acted on by the adjoint
of `W (j - 1)`. -/
def hopAdj (W : ZMod N → Matrix (Fin 2) (Fin 2) ℂ) : Module.End ℂ (Spinors N) where
  toFun ψ j := (W (j - 1))ᴴ *ᵥ ψ (j - 1)
  map_add' ψ φ := by
    funext j; exact Matrix.mulVec_add (W (j - 1))ᴴ (ψ (j - 1)) (φ (j - 1))
  map_smul' c ψ := by funext j; exact Matrix.mulVec_smul (W (j - 1))ᴴ c (ψ (j - 1))

/-- The ring Hamiltonian: real amplitude `t` times the sum of forward and backward hops. -/
def hamiltonian (t : ℝ) (W : ZMod N → Matrix (Fin 2) (Fin 2) ℂ) :
    Module.End ℂ (Spinors N) :=
  (t : ℂ) • (hop W + hopAdj W)

/-- The ordered product `W 0 * W 1 * ⋯ * W (n - 1)` of the first `n` link matrices; for
`n = N` it is the loop product. -/
def transport (W : ZMod N → Matrix (Fin 2) (Fin 2) ℂ) : ℕ → Matrix (Fin 2) (Fin 2) ℂ
  | 0 => 1
  | n + 1 => transport W n * W (n : ZMod N)

/-- The adjoint of an SU(2) matrix is its two-sided inverse. -/
theorem su_unitary {A : Matrix (Fin 2) (Fin 2) ℂ}
    (h : A ∈ specialUnitaryGroup (Fin 2) ℂ) : Aᴴ * A = 1 ∧ A * Aᴴ = 1 :=
  ⟨Matrix.mem_unitaryGroup_iff'.mp (Matrix.mem_specialUnitaryGroup_iff.mp h).1,
    Matrix.mem_unitaryGroup_iff.mp (Matrix.mem_specialUnitaryGroup_iff.mp h).1⟩

/-- Ordered products of SU(2) link matrices are in SU(2). -/
theorem transport_mem (hW : ∀ j, W j ∈ specialUnitaryGroup (Fin 2) ℂ) (n : ℕ) :
    transport W n ∈ specialUnitaryGroup (Fin 2) ℂ := by
  induction n with
  | zero => exact one_mem _
  | succ n ih => exact mul_mem ih (hW _)

/-- A two-by-two matrix with determinant 1 and trace `2 cos θ` has the eigenvalue
`exp (i θ)`. -/
theorem loop_eigenphase {P : Matrix (Fin 2) (Fin 2) ℂ} {θ : ℝ} (hdet : P.det = 1)
    (htr : P.trace = 2 * Real.cos θ) :
    ∃ v, v ≠ 0 ∧ P *ᵥ v = Complex.exp (θ * Complex.I) • v := by
  have hsum : Complex.exp (θ * Complex.I) + Complex.exp (-θ * Complex.I)
      = 2 * Real.cos θ := by
    rw [Complex.ofReal_cos, Complex.cos]; ring
  have hprod : Complex.exp (θ * Complex.I) * Complex.exp (-θ * Complex.I) = 1 := by
    rw [← Complex.exp_add, show (θ : ℂ) * Complex.I + -θ * Complex.I = 0 by ring,
      Complex.exp_zero]
  have hd (μ : ℂ) : (P - μ • (1 : Matrix (Fin 2) (Fin 2) ℂ)).det
      = (P 0 0 - μ) * (P 1 1 - μ) - P 0 1 * P 1 0 := by
    simp [Matrix.det_fin_two]
  rw [Matrix.det_fin_two] at hdet
  rw [Matrix.trace_fin_two] at htr
  -- the phase is a root of the characteristic polynomial
  have key : (P - Complex.exp (θ * Complex.I) • (1 : Matrix (Fin 2) (Fin 2) ℂ)).det = 0 := by
    rw [hd]
    linear_combination hdet - Complex.exp (θ * Complex.I) * htr
      + Complex.exp (θ * Complex.I) * hsum - hprod
  obtain ⟨v, hv, h⟩ := Matrix.exists_mulVec_eq_zero_iff.mpr key
  rw [Matrix.sub_mulVec, Matrix.smul_mulVec, Matrix.one_mulVec, sub_eq_zero] at h
  exact ⟨v, hv, h⟩

/-- For SU(2) links, a state that the forward hop multiplies by `exp (i s)` has energy
`2 t cos s`. -/
theorem bloch_energy (hW : ∀ j, W j ∈ specialUnitaryGroup (Fin 2) ℂ) (t : ℝ) {s : ℂ}
    {ψ : Spinors N} (h : hop W ψ = Complex.exp (s * Complex.I) • ψ) :
    hamiltonian t W ψ = (2 * t * Complex.cos s) • ψ := by
  -- the backward hop undoes the forward hop
  have h1 : hopAdj W (hop W ψ) = ψ := by
    funext j
    change (W (j - 1))ᴴ *ᵥ (W (j - 1) *ᵥ ψ (j - 1 + 1)) = ψ j
    rw [Matrix.mulVec_mulVec, (su_unitary (hW _)).1, Matrix.one_mulVec, sub_add_cancel]
  rw [h, map_smul] at h1
  have hb : hopAdj W ψ = Complex.exp (-s * Complex.I) • ψ := by
    calc hopAdj W ψ
        = (Complex.exp (-s * Complex.I) * Complex.exp (s * Complex.I)) • hopAdj W ψ := by
          rw [← Complex.exp_add, show -s * Complex.I + s * Complex.I = 0 by ring,
            Complex.exp_zero, one_smul]
      _ = _ := by rw [mul_smul, h1]
  change (t : ℂ) • (hop W ψ + hopAdj W ψ) = _
  rw [h, hb, Complex.cos]
  module

variable [NeZero N]

/-- The backward hop is the adjoint of the forward hop for the inner product summed over
sites. -/
theorem hopAdj_adjoint (W : ZMod N → Matrix (Fin 2) (Fin 2) ℂ) (φ ψ : Spinors N) :
    ∑ j, star (φ j) ⬝ᵥ hop W ψ j = ∑ j, star (hopAdj W φ j) ⬝ᵥ ψ j := by
  refine Eq.trans ?_ (Equiv.sum_comp (Equiv.addRight (1 : ZMod N))
    (fun j => star (hopAdj W φ j) ⬝ᵥ ψ j))
  refine Finset.sum_congr rfl fun j _ => ?_
  change star (φ j) ⬝ᵥ (W j *ᵥ ψ (j + 1))
    = star ((W (j + 1 - 1))ᴴ *ᵥ φ (j + 1 - 1)) ⬝ᵥ ψ (j + 1)
  rw [add_sub_cancel_right, Matrix.star_mulVec, Matrix.conjTranspose_conjTranspose,
    Matrix.dotProduct_mulVec]

/-- For SU(2) links, if `z ^ N` is an eigenvalue of the loop product, then `z` is an
eigenvalue of the forward hop. -/
theorem exists_bloch (hW : ∀ j, W j ∈ specialUnitaryGroup (Fin 2) ℂ) {z : ℂ}
    {v : Fin 2 → ℂ} (hv0 : v ≠ 0) (hv : transport W N *ᵥ v = z ^ N • v) :
    ∃ ψ : Spinors N, ψ ≠ 0 ∧ hop W ψ = z • ψ := by
  -- carry `v` round the ring, with a factor `z` per link
  obtain ⟨φ, hφ⟩ : ∃ φ : ℕ → Fin 2 → ℂ, ∀ n, φ n = z ^ n • ((transport W n)ᴴ *ᵥ v) :=
    ⟨_, fun _ => rfl⟩
  have hstep : ∀ n : ℕ, φ (n + 1) = z • ((W (n : ZMod N))ᴴ *ᵥ φ n) := by
    intro n
    have hT : transport W (n + 1) = transport W n * W (n : ZMod N) := rfl
    rw [hφ, hφ, hT, Matrix.conjTranspose_mul, ← Matrix.mulVec_mulVec,
      Matrix.mulVec_smul, smul_smul, pow_succ']
  have hzero : φ 0 = v := by rw [hφ]; simp [transport]
  -- after one turn the spinor comes back to itself
  have hper : Function.Periodic φ N := by
    intro n
    induction n with
    | zero =>
      rw [zero_add, hzero, hφ, ← Matrix.mulVec_smul, ← hv, Matrix.mulVec_mulVec,
        (su_unitary (transport_mem hW N)).1, Matrix.one_mulVec]
    | succ n ih =>
      rw [show n + 1 + N = n + N + 1 by omega, hstep (n + N), ih, hstep n,
        Nat.cast_add, ZMod.natCast_self, add_zero]
  refine ⟨fun j => φ j.val, fun h0 => hv0 ?_, ?_⟩
  · have h1 : φ (0 : ZMod N).val = 0 := congrFun h0 0
    rwa [ZMod.val_zero, hzero] at h1
  · funext j
    change W j *ᵥ φ (j + 1).val = z • φ j.val
    have hval : (j + 1).val = (j.val + 1) % N := by
      rw [← ZMod.val_natCast, Nat.cast_add, Nat.cast_one, ZMod.natCast_zmod_val]
    rw [hval, hper.map_mod_nat, hstep, ZMod.natCast_zmod_val, Matrix.mulVec_smul,
      Matrix.mulVec_mulVec, (su_unitary (hW j)).2, Matrix.one_mulVec]

/-- For SU(2) links whose loop product has trace `2 cos θ`, the number
`2 t cos ((θ + 2 π m) / N)` is an energy of the ring for every integer `m`. -/
theorem ring_energy (hW : ∀ j, W j ∈ specialUnitaryGroup (Fin 2) ℂ) {θ : ℝ}
    (htr : (transport W N).trace = 2 * Real.cos θ) (t : ℝ) (m : ℤ) :
    (hamiltonian t W).HasEigenvalue
      ((2 * t * Real.cos ((θ + 2 * Real.pi * m) / N) : ℝ) : ℂ) := by
  have hN : (N : ℂ) ≠ 0 := Nat.cast_ne_zero.mpr (NeZero.ne N)
  have hc : ((2 * t * Real.cos ((θ + 2 * Real.pi * m) / N) : ℝ) : ℂ)
      = 2 * t * Complex.cos ((θ + 2 * Real.pi * m) / N) := by push_cast; rfl
  have hd : (N : ℂ) * ((θ + 2 * Real.pi * m) / N) = θ + 2 * Real.pi * m := by
    field_simp
  -- the phase per link is an N-th root of the loop phase
  have hz : Complex.exp ((θ + 2 * Real.pi * m) / N * Complex.I) ^ N
      = Complex.exp (θ * Complex.I) := by
    rw [← Complex.exp_nat_mul, Complex.exp_eq_exp_iff_exists_int]
    exact ⟨m, by linear_combination Complex.I * hd⟩
  obtain ⟨v, hv0, hv⟩ := loop_eigenphase
    (Matrix.mem_specialUnitaryGroup_iff.mp (transport_mem hW N)).2 htr
  rw [← hz] at hv
  obtain ⟨φ, hφ, hs⟩ := exists_bloch hW hv0 hv
  rw [hc]
  exact Module.End.hasEigenvalue_of_hasEigenvector
    ⟨Module.End.mem_eigenspace_iff.mpr (bloch_energy hW t hs), hφ⟩

/-- For SU(2) links whose loop product is `-1`, the number `2 t cos ((2 m + 1) π / N)` is an
energy of the ring for every integer `m`. -/
theorem antiperiodic_energy (hW : ∀ j, W j ∈ specialUnitaryGroup (Fin 2) ℂ)
    (h : transport W N = -1) (t : ℝ) (m : ℤ) :
    (hamiltonian t W).HasEigenvalue
      ((2 * t * Real.cos ((2 * m + 1) * Real.pi / N) : ℝ) : ℂ) := by
  have htr : (transport W N).trace = 2 * Real.cos Real.pi := by
    rw [h, Matrix.trace_neg, Matrix.trace_one, Real.cos_pi]
    norm_num
  have hE := ring_energy hW htr t m
  rwa [show (Real.pi + 2 * Real.pi * m) / N = (2 * m + 1) * Real.pi / N by ring] at hE

end

end SpinorRing
```

```lean
#print axioms SpinorRing.hopAdj_adjoint
#print axioms SpinorRing.ring_energy
#print axioms SpinorRing.antiperiodic_energy
```

```
'SpinorRing.hopAdj_adjoint' depends on axioms: [propext, Classical.choice, Quot.sound]
'SpinorRing.ring_energy' depends on axioms: [propext, Classical.choice, Quot.sound]
'SpinorRing.antiperiodic_energy' depends on axioms: [propext, Classical.choice, Quot.sound]
```

## How the lemmas build the eigenvector

`su_unitary` extracts W†W = 1 and WW† = 1 from membership in SU(2). `transport_mem` shows by induction that ordered products of links stay in SU(2), which supplies both det P = 1 and P†P = 1.

`loop_eigenphase` is the step with the characteristic polynomial. The facts `hsum` and `hprod` give the sum and product of exp(±iθ). `linear_combination` combines them with the determinant and the trace to show that P − exp(iθ) has determinant zero. A matrix with zero determinant annihilates some nonzero vector, and this is v.

`exists_bloch` carries the spinor round the ring. The sequence φ is first defined on the natural numbers, where the recursion `hstep` needs no wrap-around. The fact `hper` states that φ has period N: its base case is the calculation φ(N) = v, and its induction step uses the periodicity of the links. The state on the ring is then read off as `φ j.val`, where `j.val` is the representative of j between 0 and N−1. The last lines check the link equation, including the link from site N−1 back to site 0, where `hval` reduces the index modulo N.

`bloch_energy` is the energy step. Its fact `h1` is S′Sψ = ψ, and `hb` is S′ψ = exp(−is)ψ. Adding the two hops gives the cosine. The lemma allows complex s, although the main theorem uses it only for real values.

`ring_energy` joins these results. The fact `hz` says that the phase per link, raised to the power N, is the loop phase; Lean obtains it from the criterion that two exponentials agree when their exponents differ by an integer multiple of 2πi. Then `loop_eigenphase` supplies v, `exists_bloch` the state and `bloch_energy` its energy. `antiperiodic_energy` applies the theorem with θ = π and rewrites the argument of the cosine.

`hopAdj_adjoint` is not used in this chain. It confirms that the backward hop is the adjoint of the forward hop for the inner product summed over sites, by shifting the summation index by one. It holds for arbitrary link matrices, and with t real it justifies calling `hamiltonian` a Hermitian operator.
